# A unitary error basis depolarises: \(\sum_a U_a M U_a^* = n\,\mathrm{Tr}(M)\,I\)

A qubit is hit by one of the four operations \(I, X, Y, Z\), each with probability \(1/4\), and nobody records which. Whatever its state was, it is now \(I/2\). For a system with \(n\) levels, which sets of unitary errors erase the state in the same way?

It is enough to have \(n^2\) unitaries \(U_a\) with \(\mathrm{Tr}(U_a^*U_b)=0\) for \(a\neq b\). Here \({}^*\) is the adjoint, written `ᴴ` in Lean. The Lean letter `n` is not a number but the finite set of basis labels; the dimension \(n\) is `Fintype.card n`. The set `ι` labels the operators.

```lean
import Mathlib

open Matrix

namespace UnitaryErrorBasis

noncomputable section

variable {ι κ n : Type*} [Fintype ι] [Fintype n] [DecidableEq n]
```

The definition records unitarity, orthogonality and the count. The unitaries are not normalised: \(U_a/\sqrt n\) are the orthonormal operators.

```lean
/-- A unitary error basis on `ℂⁿ`: a family of `n²` unitaries that are pairwise orthogonal
in the Hilbert–Schmidt inner product `Tr(A* B)`. -/
structure IsUnitaryErrorBasis (U : ι → Matrix n n ℂ) : Prop where
  unitary : ∀ a, U a ∈ unitaryGroup n ℂ
  orthogonal : ∀ a b, a ≠ b → trace ((U a)ᴴ * U b) = 0
  card_eq : Fintype.card ι = Fintype.card n ^ 2
```

## Operators as columns

Write each operator \(K_a\) of a family as a column of a matrix \(V\), with rows labelled by pairs:
\[ V_{(i,j),a}=(K_a)_{ij}. \]

```lean
/-- The matrix whose columns are the operators `K a`, each written as a vector of its entries. -/
def vectorised (K : κ → Matrix n n ℂ) : Matrix (n × n) κ ℂ :=
  Matrix.of fun p a => K a p.1 p.2
```

If \(W\) is built in the same way from operators \(L_b\), then
\[ (V^*W)_{ab}=\sum_{i,j}\overline{(K_a)_{ij}}\,(L_b)_{ij}=\mathrm{Tr}(K_a^*L_b). \]
The trace sums over \(i\) and \(j\) in the opposite order, which `Finset.sum_comm` corrects.

```lean
omit [Fintype ι] [DecidableEq n] in
/-- The overlaps of vectorised operators are their Hilbert–Schmidt inner products. -/
theorem gram_apply (K : ι → Matrix n n ℂ) (L : κ → Matrix n n ℂ) (a : ι) (b : κ) :
    ((vectorised K)ᴴ * vectorised L) a b = trace ((K a)ᴴ * L b) := by
  simp only [Matrix.mul_apply, Matrix.trace, Matrix.diag_apply, Matrix.conjTranspose_apply,
    vectorised, Matrix.of_apply, Fintype.sum_prod_type]
  exact Finset.sum_comm
```

The opposite product \(VV^*\) governs the sum of conjugations:
\[ \Big(\sum_a K_aMK_a^*\Big)_{ik}=\sum_{j,l}M_{jl}\sum_a (K_a)_{ij}\overline{(K_a)_{kl}}=\sum_{j,l}M_{jl}\,(VV^*)_{(i,j),(k,l)}. \]
The proof expands both sides and moves the sum over \(a\) inside.

```lean
omit [DecidableEq n] in
/-- The entries of `∑ K M K*` in terms of the entries of `M` and of the vectorised operators. -/
theorem sum_conj_apply (K : ι → Matrix n n ℂ) (M : Matrix n n ℂ) (i k : n) :
    (∑ a, K a * M * (K a)ᴴ) i k =
      ∑ j, ∑ l, M j l * (vectorised K * (vectorised K)ᴴ) (i, j) (k, l) := by
  simp only [Matrix.sum_apply, Matrix.mul_apply, Matrix.conjTranspose_apply, vectorised,
    Matrix.of_apply, Finset.sum_mul, Finset.mul_sum]
  -- bring the sum over the operators to the inside
  refine (Finset.sum_congr rfl fun a _ => Finset.sum_comm).trans ?_
  refine Finset.sum_comm.trans ?_
  refine Finset.sum_congr rfl fun j _ => ?_
  refine Finset.sum_comm.trans ?_
  exact Finset.sum_congr rfl fun l _ => Finset.sum_congr rfl fun a _ => by ring
```

## Depolarising means completeness

Suppose the sum equals \(c\,\mathrm{Tr}(M)I\) for every \(M\), with \(c\) a fixed complex number. Taking for \(M\) the matrix unit with its single 1 at \((j,l)\) gives
\[ (VV^*)_{(i,j),(k,l)}=c\,\delta_{ik}\delta_{jl}, \]
that is, \(VV^*=cI\). Conversely, inserting this into the previous formula leaves \(c\,\delta_{ik}\sum_j M_{jj}\). The two halves of the proof are these two substitutions; the first is finished by cases on \(i=k\) and \(j=l\), the second by cases on \(i=k\).

```lean
/-- Operators `K a` satisfy `∑ K M K* = c Tr(M) I` for all `M` exactly when their
vectorisations resolve `c` times the identity on the space of operators. -/
theorem depolarises_iff_completeness (K : ι → Matrix n n ℂ) (c : ℂ) :
    (∀ M : Matrix n n ℂ, ∑ a, K a * M * (K a)ᴴ = (c * trace M) • (1 : Matrix n n ℂ)) ↔
      vectorised K * (vectorised K)ᴴ = c • (1 : Matrix (n × n) (n × n) ℂ) := by
  constructor
  · intro h
    ext ⟨i, j⟩ ⟨k, l⟩
    -- apply the hypothesis to the matrix unit with its entry at (j, l)
    have h1 := congrFun (congrFun
      (h (Matrix.of fun x y => if y = l then (if x = j then (1 : ℂ) else 0) else 0)) i) k
    have htr : trace (Matrix.of fun x y : n =>
        if y = l then (if x = j then (1 : ℂ) else 0) else 0) = if j = l then 1 else 0 := by
      simp only [Matrix.trace, Matrix.diag_apply, Matrix.of_apply, Finset.sum_ite_eq',
        Finset.mem_univ, if_true]
      exact if_congr eq_comm rfl rfl
    rw [sum_conj_apply, htr] at h1
    simp only [Matrix.of_apply, ite_mul, one_mul, zero_mul, Finset.sum_ite_eq',
      Finset.mem_univ, if_true] at h1
    rw [h1]
    by_cases hik : i = k <;> by_cases hjl : j = l <;> simp [hik, hjl]
  · intro h M
    ext i k
    rw [sum_conj_apply, h]
    by_cases hik : i = k
    · simp [Matrix.one_apply, hik, Matrix.trace, Finset.mul_sum, mul_comm]
    · simp [hik]
```

Orthogonality concerns \(V^*V\), completeness \(VV^*\). For square matrices with \(AB=cI\) and \(c\neq0\), \(c^{-1}A\) is a left inverse of \(B\), hence also a right inverse, so \(BA=cI\). In Lean the rows and columns carry different label sets of equal size, so a bijection `e` first relabels them.

```lean
/-- For matrices `A` and `B` between index sets of equal size, and `c ≠ 0`, `A B = c I` implies
`B A = c I`. -/
theorem mul_eq_smul_one_swap {p q : Type*} [Fintype p] [Fintype q] [DecidableEq p]
    [DecidableEq q] (hcard : Fintype.card p = Fintype.card q) {c : ℂ} (hc : c ≠ 0)
    (A : Matrix p q ℂ) (B : Matrix q p ℂ) (h : A * B = c • (1 : Matrix p p ℂ)) :
    B * A = c • (1 : Matrix q q ℂ) := by
  let e : p ≃ q := Fintype.equivOfCardEq hcard
  have h0 : (c⁻¹ • A) * B = 1 := by
    rw [Matrix.smul_mul, h, smul_smul, inv_mul_cancel₀ hc, one_smul]
  -- relabel to square matrices, where a one-sided inverse is two-sided
  have h1 : (c⁻¹ • A).submatrix id e * B.submatrix e id = 1 := by
    rw [Matrix.submatrix_mul_equiv, h0, Matrix.submatrix_id_id]
  have h2 := mul_eq_one_comm.mp h1
  have h3 : B * (c⁻¹ • A) = 1 := by
    ext x y
    have h4 := congrFun (congrFun h2 (e.symm x)) (e.symm y)
    simpa [Matrix.mul_apply, Matrix.one_apply] using h4
  rw [← h3, Matrix.mul_smul, smul_smul, mul_inv_cancel₀ hc, one_smul]
```

## The theorem and its converse

For a unitary error basis, \(\mathrm{Tr}(U_a^*U_a)=\mathrm{Tr}\,I=n\) and the other overlaps vanish, so \(V^*V=nI\). Since there are \(n^2\) unitaries, \(V\) is square and \(VV^*=nI\). The criterion with \(c=n\) gives the result for every complex matrix \(M\), whether or not it is a state. The proof treats the empty case \(n=0\) separately.

```lean
/-- A unitary error basis depolarises: `∑ U M U* = n Tr(M) I` for every matrix `M`. -/
theorem depolarises {U : ι → Matrix n n ℂ} (hU : IsUnitaryErrorBasis U) (M : Matrix n n ℂ) :
    ∑ a, U a * M * (U a)ᴴ = ((Fintype.card n : ℂ) * trace M) • (1 : Matrix n n ℂ) := by
  classical
  rcases isEmpty_or_nonempty n with hn | hn
  · ext i
    exact isEmptyElim i
  have hc : (Fintype.card n : ℂ) ≠ 0 := Nat.cast_ne_zero.mpr Fintype.card_ne_zero
  refine (depolarises_iff_completeness U _).mpr
    (mul_eq_smul_one_swap (by rw [hU.card_eq, Fintype.card_prod, sq]) hc _ _ ?_) M
  -- unitarity gives the diagonal of the Gram matrix, orthogonality the rest
  ext a b
  rw [gram_apply]
  by_cases hab : a = b
  · subst hab
    have hu : (U a)ᴴ * U a = 1 := mem_unitaryGroup_iff'.mp (hU.unitary a)
    simp [hu]
  · simp [hU.orthogonal a b hab, hab]
```

Conversely, let unitaries satisfy the formula, with \(n\ge1\). Setting \(M=I\) gives \(|\iota|\,I=n^2I\), so the factor \(n\) in the formula fixes their number. Then \(VV^*=nI\) swaps back to \(V^*V=nI\), whose off-diagonal entries are the required zeros. Erasure alone does not fix the number: the four qubit operations, each listed twice and chosen with equal probability, also give \(I/2\), but their sum is \(2n\,\mathrm{Tr}(M)I\) with \(n=2\).

```lean
/-- Conversely, in dimension at least one, unitaries with `∑ U M U* = n Tr(M) I` for all `M`
form a unitary error basis. -/
theorem isUnitaryErrorBasis_of_depolarises [Nonempty n] {U : ι → Matrix n n ℂ}
    (hu : ∀ a, U a ∈ unitaryGroup n ℂ)
    (h : ∀ M : Matrix n n ℂ, ∑ a, U a * M * (U a)ᴴ =
      ((Fintype.card n : ℂ) * trace M) • (1 : Matrix n n ℂ)) :
    IsUnitaryErrorBasis U := by
  classical
  have hc : (Fintype.card n : ℂ) ≠ 0 := Nat.cast_ne_zero.mpr Fintype.card_ne_zero
  -- the input M = I counts the unitaries
  have hcard : Fintype.card ι = Fintype.card n ^ 2 := by
    obtain ⟨i⟩ := ‹Nonempty n›
    have h1 := congrFun (congrFun (h 1) i) i
    have hone : ∀ a, U a * (U a)ᴴ = 1 := fun a => mem_unitaryGroup_iff.mp (hu a)
    rw [Matrix.sum_apply] at h1
    simp only [hone, Matrix.one_apply_eq, Matrix.smul_apply, Matrix.trace_one, smul_eq_mul,
      mul_one, Finset.sum_const, Finset.card_univ, nsmul_eq_mul] at h1
    rw [sq]
    exact_mod_cast h1
  refine ⟨hu, fun a b hab => ?_, hcard⟩
  have hg := mul_eq_smul_one_swap (by rw [hcard, Fintype.card_prod, sq]) hc _ _
    ((depolarises_iff_completeness U _).mp h)
  rw [← gram_apply, hg]
  simp [hab]
```

## Tomography, erasure and the number of operators

Let \(m\) be the single column made from \(M\). Then \(V(V^*m)=n\,m\), and the entries of \(V^*m\) are \(\mathrm{Tr}(U_a^*M)\), so
\[ nM=\sum_a \mathrm{Tr}(U_a^*M)\,U_a. \]
In state tomography of a finite-dimensional system, exact values of these traces therefore fix the density matrix.

```lean
/-- Tomographic expansion: the numbers `Tr(U* M)` for a unitary error basis determine `M`
through `n M = ∑ Tr(U* M) U`. -/
theorem reconstruction {U : ι → Matrix n n ℂ} (hU : IsUnitaryErrorBasis U)
    (M : Matrix n n ℂ) :
    (Fintype.card n : ℂ) • M = ∑ a, trace ((U a)ᴴ * M) • U a := by
  have h := (depolarises_iff_completeness U _).mp (depolarises hU)
  have h2 : vectorised U * ((vectorised U)ᴴ * vectorised (fun _ : Unit => M)) =
      (Fintype.card n : ℂ) • vectorised (fun _ : Unit => M) := by
    rw [← Matrix.mul_assoc, h, Matrix.smul_mul, Matrix.one_mul]
  ext i j
  have h3 := congrFun (congrFun h2 (i, j)) ()
  rw [Matrix.mul_apply] at h3
  simp only [gram_apply] at h3
  simp only [vectorised, Matrix.of_apply, Matrix.smul_apply, smul_eq_mul] at h3
  simp only [Matrix.sum_apply, Matrix.smul_apply, smul_eq_mul]
  rw [← h3]
  exact Finset.sum_congr rfl fun a _ => mul_comm _ _
```

Dividing the main formula by \(n^2\) at \(\mathrm{Tr}\,\rho=1\) gives \(I/n\); positivity of \(\rho\) is not used. That a real device applies each \(U_a\) exactly and with equal probability is a physical assumption.

```lean
/-- Applying a uniformly random element of a unitary error basis turns every matrix of trace
one into the maximally mixed state `I / n`. -/
theorem average_eq_maximally_mixed {U : ι → Matrix n n ℂ} (hU : IsUnitaryErrorBasis U)
    (ρ : Matrix n n ℂ) (hρ : trace ρ = 1) :
    ((Fintype.card ι : ℂ)⁻¹) • ∑ a, U a * ρ * (U a)ᴴ =
      ((Fintype.card n : ℂ)⁻¹) • (1 : Matrix n n ℂ) := by
  rw [depolarises hU, hρ, smul_smul, hU.card_eq]
  congr 1
  by_cases hc : (Fintype.card n : ℂ) = 0
  · simp [hc]
  · push_cast
    field_simp
```

Now let the \(K_a\) be any operators, unitary or not, with \(\sum_a K_aMK_a^*=c\,\mathrm{Tr}(M)I\) for all \(M\) and \(c\ne0\). Then \(c^{-1}VV^*=I\) has rank \(n^2\), while a product through \(V\) has rank at most the number of its columns. Hence there are at least \(n^2\) operators. With \(c=1/n\), this bounds the number of Kraus operators of the completely depolarising channel.

```lean
/-- Operators with `∑ K M K* = c Tr(M) I` for all `M` and some `c ≠ 0` number at least `n²`. -/
theorem card_sq_le_of_depolarises (K : ι → Matrix n n ℂ) {c : ℂ} (hc : c ≠ 0)
    (h : ∀ M : Matrix n n ℂ, ∑ a, K a * M * (K a)ᴴ = (c * trace M) • (1 : Matrix n n ℂ)) :
    Fintype.card n ^ 2 ≤ Fintype.card ι := by
  have h1 : (c⁻¹ • vectorised K) * (vectorised K)ᴴ = 1 := by
    rw [Matrix.smul_mul, (depolarises_iff_completeness K c).mp h, smul_smul,
      inv_mul_cancel₀ hc, one_smul]
  -- the identity on operators has rank n², a product through ι at most card ι
  have h2 := Matrix.rank_mul_le_left (c⁻¹ • vectorised K) (vectorised K)ᴴ
  rw [h1, Matrix.rank_one, Fintype.card_prod, ← sq] at h2
  exact h2.trans (Matrix.rank_le_card_width _)
```

## The qubit

The opening example uses these four matrices.

```lean
/-- The identity and the three Pauli matrices. -/
def pauli : Fin 4 → Matrix (Fin 2) (Fin 2) ℂ :=
  ![!![1, 0; 0, 1], !![0, 1; 1, 0], !![0, -Complex.I; Complex.I, 0], !![1, 0; 0, -1]]
```

Each squares to \(I\) and is Hermitian, hence unitary. The product of two different ones is, up to a phase, a Pauli matrix, which has trace zero. Lean checks every matrix and every pair by entries, with `fin_cases` listing the cases.

```lean
/-- The identity and the three Pauli matrices form a unitary error basis of a qubit. -/
theorem isUnitaryErrorBasis_witness : IsUnitaryErrorBasis pauli where
  unitary a := by
    rw [mem_unitaryGroup_iff', Matrix.star_eq_conjTranspose]
    fin_cases a <;> ext i j <;> fin_cases i <;> fin_cases j <;>
      simp [pauli, Matrix.mul_apply, Fin.sum_univ_two]
  orthogonal a b hab := by
    fin_cases a <;> fin_cases b <;>
      first
      | exact absurd rfl hab
      | simp [pauli, Matrix.trace_fin_two, Matrix.mul_apply, Fin.sum_univ_two]
  card_eq := by simp

end

end UnitaryErrorBasis
```

```lean
#print axioms UnitaryErrorBasis.isUnitaryErrorBasis_of_depolarises
#print axioms UnitaryErrorBasis.reconstruction
#print axioms UnitaryErrorBasis.average_eq_maximally_mixed
#print axioms UnitaryErrorBasis.card_sq_le_of_depolarises
```

```
'UnitaryErrorBasis.isUnitaryErrorBasis_of_depolarises' depends on axioms: [propext, Classical.choice, Quot.sound]
'UnitaryErrorBasis.reconstruction' depends on axioms: [propext, Classical.choice, Quot.sound]
'UnitaryErrorBasis.average_eq_maximally_mixed' depends on axioms: [propext, Classical.choice, Quot.sound]
'UnitaryErrorBasis.card_sq_le_of_depolarises' depends on axioms: [propext, Classical.choice, Quot.sound]
```
